# For a two-parameter Feynman integrand of degree −2, the Jacobian cancels the dependence on the linear constraint

Let f(u, v) be a function of two Feynman parameters, continuous on the closed positive quadrant without the origin and homogeneous there of degree −2 under positive rescaling. The integral of f(u, v) δ(1 − a u − b v) over u, v ≥ 0 is then the same for all a ≥ 0 and b > 0, although the integrand left on the line depends on a and b. `jacobian_cancels` proves the pointwise identity behind this freedom, for f with values in a real normed space; no integral appears in its statement. Using the delta function to eliminate v leaves b⁻¹ f(u, (1 − a u)/b). In terms of the ratio y = v/u > 0, the point on the line has u = 1/(a + b y), and the lemma says that the remaining integrand there, multiplied by |du/dy| = b/(a + b y)², equals f(1, y). The proof writes the point as (a + b y)⁻¹ times (1, y), uses homogeneity to pull out the scale, and then has to show that the remaining scalar factors multiply to 1.

The failing Lean file:

```lean
import Mathlib

open MeasureTheory Set

namespace ChengWuFreedom

noncomputable section

variable {E : Type*} [NormedAddCommGroup E] [NormedSpace ℝ E]

/-- The closed positive quadrant of two Feynman parameters, without the origin. -/
def quadrant : Set (ℝ × ℝ) := {p | 0 ≤ p.1 ∧ 0 ≤ p.2 ∧ p ≠ 0}

/-- A parametric integrand that is continuous on the quadrant without the origin and
homogeneous of degree `-2`. -/
structure IsProjectiveIntegrand (f : ℝ × ℝ → E) : Prop where
  cont : ContinuousOn f quadrant
  homog : ∀ t : ℝ, 0 < t → ∀ p ∈ quadrant, f (t * p.1, t * p.2) = (t ^ 2)⁻¹ • f p

/-- The integrand in `x` left over when the constraint `a x + b y = 1` eliminates `y`. -/
def constrained (f : ℝ × ℝ → E) (a b x : ℝ) : E := b⁻¹ • f (x, (1 - a * x) / b)

/-- For `a ≥ 0`, `b > 0` and `y > 0`, the constrained integrand at `x = 1 / (a + b y)`, multiplied
by the absolute Jacobian `|dx/dy|`, equals `f (1, y)`. -/
theorem jacobian_cancels {f : ℝ × ℝ → E} (hf : IsProjectiveIntegrand f) {a b y : ℝ}
    (ha : 0 ≤ a) (hb : 0 < b) (hy : 0 < y) :
    |-b / (a + b * y) ^ 2| • constrained f a b (a + b * y)⁻¹ = f (1, y) := by
  have hs : 0 < a + b * y := by linarith [mul_pos hb hy]
  have hs0 : a + b * y ≠ 0 := hs.ne'
  have hb0 : b ≠ 0 := hb.ne'
  have hsnd : (1 - a * (a + b * y)⁻¹) / b = (a + b * y)⁻¹ * y := by
    field_simp <;> ring
  have hq : ((1 : ℝ), y) ∈ quadrant :=
    ⟨zero_le_one, hy.le, fun h => one_ne_zero (α := ℝ) (congrArg Prod.fst h)⟩
  have hh := hf.homog (a + b * y)⁻¹ (inv_pos.mpr hs) (1, y) hq
  simp only [mul_one] at hh
  have habs : |-b / (a + b * y) ^ 2| = b / (a + b * y) ^ 2 := by
    rw [neg_div, abs_neg, abs_of_pos (div_pos hb (pow_pos hs 2))]
  have hc : b / (a + b * y) ^ 2 * (b⁻¹ * (((a + b * y)⁻¹) ^ 2)⁻¹) = 1 := by
    field_simp
  unfold constrained
  rw [hsnd, hh, habs, smul_smul, smul_smul, hc, one_smul]

end

end ChengWuFreedom
```

Compiling this gives:

```
Main.lean:42:44: error: Tactic `rewrite` failed: Did not find an occurrence of the pattern
  b / (a + b * y) ^ 2 * (b⁻¹ * ((a + b * y)⁻¹ ^ 2)⁻¹)
in the target expression
  (b / (a + b * y) ^ 2 * b⁻¹ * ((a + b * y)⁻¹ ^ 2)⁻¹) • f (1, y) = f (1, y)

E : Type u_1
inst✝¹ : NormedAddCommGroup E
inst✝ : NormedSpace ℝ E
f : ℝ × ℝ → E
hf : IsProjectiveIntegrand f
a b y : ℝ
ha : 0 ≤ a
hb : 0 < b
hy : 0 < y
hs : 0 < a + b * y
hs0 : a + b * y ≠ 0
hb0 : b ≠ 0
hsnd : (1 - a * (a + b * y)⁻¹) / b = (a + b * y)⁻¹ * y
hq : (1, y) ∈ quadrant
hh : f ((a + b * y)⁻¹, (a + b * y)⁻¹ * y) = ((a + b * y)⁻¹ ^ 2)⁻¹ • f (1, y)
habs : |-b / (a + b * y) ^ 2| = b / (a + b * y) ^ 2
hc : b / (a + b * y) ^ 2 * (b⁻¹ * ((a + b * y)⁻¹ ^ 2)⁻¹) = 1
⊢ (b / (a + b * y) ^ 2 * b⁻¹ * ((a + b * y)⁻¹ ^ 2)⁻¹) • f (1, y) = f (1, y)
```

The repair, with which the file compiles:

```diff
@@ -30,5 +30,6 @@
   have hb0 : b ≠ 0 := hb.ne'
   have hsnd : (1 - a * (a + b * y)⁻¹) / b = (a + b * y)⁻¹ * y := by
-    field_simp <;> ring
+    field_simp
+    ring
   have hq : ((1 : ℝ), y) ∈ quadrant :=
     ⟨zero_le_one, hy.le, fun h => one_ne_zero (α := ℝ) (congrArg Prod.fst h)⟩
@@ -40,5 +41,5 @@
     field_simp
   unfold constrained
-  rw [hsnd, hh, habs, smul_smul, smul_smul, hc, one_smul]
+  rw [hsnd, hh, habs, smul_smul, smul_smul, mul_assoc, hc, one_smul]
 
 end
```

The error is one of bracketing. After `hsnd`, `hh` and `habs`, three scalars act one after another on `f (1, y)`. The first `smul_smul` merges the outer two, and the second multiplies their product by the third, so the coefficient is grouped to the left, as `b / (a + b * y) ^ 2 * b⁻¹ * ((a + b * y)⁻¹ ^ 2)⁻¹`. The left side of `hc` has the same factors grouped to the right, with `b⁻¹ * ((a + b * y)⁻¹ ^ 2)⁻¹` in brackets. The two are equal by associativity, but `rw` looks for the pattern as it is written and does not regroup products, so it finds no occurrence.

Putting `mul_assoc` before `hc` moves the brackets to the right. Then `hc` matches and turns the coefficient into 1, and `one_smul` removes it.

The other change, from `field_simp <;> ring` to the two tactics on separate lines, is mere tidying: no message concerns that step, and `hsnd` was already available when the error arose.
